# Nearest-image bounds on the screened Coulomb energy of a core hole and a one-sided row of its periodic images

A core hole of unit charge interacts with an infinite one-sided row of periodic images at distances L, 2L, 3L, …, through the screened Coulomb potential exp(−kr)/r, with k and L both positive. The theorem `imageEnergy_bounds` states that the total interaction is at least the nearest-image term exp(−kL)/L, and at most that term divided by 1 − exp(−kL). The proof takes the closed form −log(1 − x)/L of the sum, with x = exp(−kL), from an earlier theorem. It then gets both bounds from the inequality log y ≤ y − 1, used once at y = 1 − x and once at y = 1/(1 − x).

The failing Lean file:

```lean
import Mathlib

open Filter Topology

namespace CoreHoleImages

noncomputable section

/-- Screened Coulomb potential of a unit charge at distance `r`, with inverse screening
length `k`; `k = 0` is the bare Coulomb potential. -/
def yukawa (k r : ℝ) : ℝ := Real.exp (-(k * r)) / r

/-- Interaction of a core hole with a one-sided row of periodic images at the distances
`L, 2L, 3L, …`. -/
def imageEnergy (k L : ℝ) : ℝ := ∑' n : ℕ, yukawa k (((n : ℝ) + 1) * L)

/-- The screened image sum converges, and its value is `-log (1 - exp (-kL)) / L`. -/
theorem hasSum_images {k L : ℝ} (hk : 0 < k) (hL : 0 < L) :
    HasSum (fun n : ℕ => yukawa k (((n : ℝ) + 1) * L))
      (-Real.log (1 - Real.exp (-(k * L))) / L) := by
  have hkL := mul_pos hk hL
  have hx : |Real.exp (-(k * L))| < 1 := by
    rw [abs_of_pos (Real.exp_pos _)]
    exact Real.exp_lt_one_iff.2 (by linarith)
  -- the row of images is the logarithmic series in `exp (-kL)`
  have h := (Real.hasSum_pow_div_log_of_abs_lt_one hx).div_const L
  have e : (fun n : ℕ => yukawa k (((n : ℝ) + 1) * L)) =
      fun n : ℕ => Real.exp (-(k * L)) ^ (n + 1) / ((n : ℝ) + 1) / L := by
    funext n
    have harg : -(k * (((n : ℝ) + 1) * L)) = ((n + 1 : ℕ) : ℝ) * (-(k * L)) := by
      push_cast
      ring
    unfold yukawa
    rw [harg, Real.exp_nat_mul, div_div]
  rw [e]
  exact h

/-- Closed form of the screened interaction with the row of images. -/
theorem imageEnergy_eq {k L : ℝ} (hk : 0 < k) (hL : 0 < L) :
    imageEnergy k L = -Real.log (1 - Real.exp (-(k * L))) / L :=
  (hasSum_images hk hL).tsum_eq

/-- The image energy is at least the nearest-image term, and at most that term divided by
`1 - exp (-kL)`. -/
theorem imageEnergy_bounds {k L : ℝ} (hk : 0 < k) (hL : 0 < L) :
    Real.exp (-(k * L)) / L ≤ imageEnergy k L ∧
      imageEnergy k L ≤ Real.exp (-(k * L)) / L / (1 - Real.exp (-(k * L))) := by
  have hkL := mul_pos hk hL
  have hx : Real.exp (-(k * L)) < 1 := Real.exp_lt_one (by linarith)
  rw [imageEnergy_eq hk hL]
  generalize Real.exp (-(k * L)) = x at hx ⊢
  have hpos : 0 < 1 - x := by linarith
  -- both bounds come from `log y ≤ y - 1`
  have h1 : x ≤ -Real.log (1 - x) := by
    have := Real.log_le_sub_one_of_pos hpos
    linarith
  have h2 : -Real.log (1 - x) ≤ x / (1 - x) := by
    have h := Real.log_le_sub_one_of_pos (inv_pos.2 hpos)
    rw [Real.log_inv] at h
    have e : (1 - x)⁻¹ - 1 = x / (1 - x) := by
      rw [eq_div_iff hpos.ne', sub_mul, inv_mul_cancel₀ hpos.ne']
      ring
    linarith
  constructor
  · gcongr
  · calc -Real.log (1 - x) / L ≤ x / (1 - x) / L := by gcongr
      _ = x / L / (1 - x) := by ring

end

end CoreHoleImages
```

The error:

```
Main.lean:49:39: error(lean.unknownIdentifier): Unknown constant `Real.exp_lt_one`
```

Diagnosis. The message says that no constant named `Real.exp_lt_one` is known to Lean here. The proof calls it to show `Real.exp (-(k * L)) < 1`, the fact `hx` that later makes `1 - x` positive. The mathematics of the step is sound, since the exponential of a negative number is below 1; only the lemma's name is at fault.

The repair uses `Real.exp_lt_one_iff`, which does exist and already serves the same purpose in `hasSum_images`. It is an equivalence between `Real.exp x < 1` and `x < 0`, so `.2` is needed to take the direction from the negative exponent to the bound. What remains to prove is `-(k * L) < 0`, and `linarith` gets this from `hkL`, which says that `k * L` is positive. The argument `(by linarith)` is therefore kept as it was, and nothing else in the proof changes.

The repair, with which the file compiles:

```diff
@@ -47,5 +47,5 @@
       imageEnergy k L ≤ Real.exp (-(k * L)) / L / (1 - Real.exp (-(k * L))) := by
   have hkL := mul_pos hk hL
-  have hx : Real.exp (-(k * L)) < 1 := Real.exp_lt_one (by linarith)
+  have hx : Real.exp (-(k * L)) < 1 := Real.exp_lt_one_iff.2 (by linarith)
   rw [imageEnergy_eq hk hL]
   generalize Real.exp (-(k * L)) = x at hx ⊢
```
